# Convex, symmetric minimum-image kernels give neutral densities on a periodic wire nonnegative Hartree energy

Put charges q and −q on a periodic wire of two sites, with pair kernel f(d) at distance d. The Hartree energy is

E = q² (f(0) − f(1)).

If f(0) = f(2), the convexity condition f(0) − 2f(1) + f(2) ≥ 0 says exactly that f(0) ≥ f(1), so E ≥ 0. I truncate my interaction by minimum image on N sites and would like the same guarantee for every neutral density. Are convexity and f(0) = f(N) still enough?

## Equal end values are not enough, but symmetry about half the cell is

Not by themselves. On five sites, take f(0), …, f(5) = 0, −4, −3, −2, −1, 0. The end values agree and the second differences are 5, 0, 0, 0, but the neutral density 2, 1, 0, −1, −2 has energy

E = 4·(−4) + (−1)·(−3) + (−4)·(−2) + (−4)·(−1) = −1.

Equal end values are therefore too weak a substitute for the symmetry f(N−d) = f(d), which a minimum-image kernel has by construction. With that symmetry, the answer is yes.

Number the sites 0, …, N−1 and write

E = ½ Σᵢⱼ ρ(i) ρ(j) f(|i−j|),  D(i) = ρ(0) + … + ρ(i).

Neutrality gives D(N−1) = 0, so ρ(i) = D(i) − D(i−1) holds all around the ring, with i−1 read modulo N. Symmetry makes f(|i−j|) a function F(i−j) on the ring. Insert both, multiply out and shift the summation indices:

2E = −Σᵢⱼ c(i−j) D(i) D(j),  c(d) = F(d+1) − 2F(d) + F(d−1).

The sum of c around the ring is zero, so Σᵢⱼ c(i−j) D(i)² and Σᵢⱼ c(i−j) D(j)² vanish. Since D(i)D(j) = ½[D(i)² + D(j)² − (D(i)−D(j))²],

E = ¼ Σᵢⱼ c(i−j) (D(i) − D(j))².

Terms with i = j are zero. For i ≠ j, symmetry identifies c(i−j) with the second difference of f at |i−j|, which is nonnegative by convexity. Hence E ≥ 0. If the convexity is strict and ρ is not zero, some D(i) ≠ 0 = D(N−1), and that pair makes E > 0.

For a truncated interaction, f(d) = w(min(d, N−d)). Away from half the cell, its curvature is that of w or its mirror image. At the kink it is 2(w(d−1) − w(d)) for N = 2d, and w(m−1) − w(m) at both middle distances for N = 2m+1. So it suffices that w is nonincreasing and convex up to half the cell. For w(d) = 1/(d+a), with x = d−1+a, the curvature is 2/(x(x+1)(x+2)) > 0. The length a > 0 keeps the on-site repulsion finite, as a finite wire thickness would. The common soft-Coulomb form 1/√(d²+a²) is a different kernel: for a = 2 its curvature at d = 1 is negative, so on four or more sites the theorems here on the sign of E do not cover that case.

In the Lean file, `hartreeEnergy N f ρ` is E, including the factor ½ and the on-site terms, and `separation i j` is |i−j|. The main theorem, `hartreeEnergy_nonneg`, assumes `2 ≤ N`, symmetry (`hsym`), nonnegative `curvature` for 0 < d < N (`hconv`) and zero total charge (`hρ`). The model is a finite one-dimensional lattice with real site charges; the theorems do not give the sign of the energy of a charged cell, and they say nothing about the continuum limit.

For electronic structure on such a lattice, a consequence I draw by hand is that, for a kernel meeting these conditions, the Hartree functional is convex at fixed electron number, because two densities with equal charge differ by a neutral one.

```lean
import Mathlib

open Finset

namespace PeriodicWire

noncomputable section

/-- The unwrapped separation `|i - j|` of the site labels `i` and `j`, in lattice units. -/
def separation (i j : ℕ) : ℕ := ((i : ℤ) - j).natAbs

/-- The Hartree energy of the density `ρ` on the sites `0, ..., N - 1` with pair kernel `f`. -/
def hartreeEnergy (N : ℕ) (f ρ : ℕ → ℝ) : ℝ :=
  1 / 2 * ∑ i ∈ range N, ∑ j ∈ range N, ρ i * ρ j * f (separation i j)

/-- The discrete curvature (second difference) of a kernel at a distance `d ≥ 1`. -/
def curvature (f : ℕ → ℝ) (d : ℕ) : ℝ := f (d - 1) - 2 * f d + f (d + 1)

/-- The displacement at site `i`: the total charge on the sites `0, ..., i`. -/
def displacement (ρ : ℕ → ℝ) (i : ℕ) : ℝ := ∑ k ∈ range (i + 1), ρ k

/-- The minimum-image truncation of an interaction `w` on a ring of `N` sites,
for distances `d ≤ N`. -/
def minImage (N : ℕ) (w : ℕ → ℝ) (d : ℕ) : ℝ := w (min d (N - d))

/-- Summation by parts on a finite periodic lattice: for a density that is the difference of a field
`S`, the double sum of density products times the kernel is half the sum of kernel curvatures times
squared field differences. -/
theorem sum_by_parts {G : Type*} [AddCommGroup G] [Fintype G] (g : G) (F S : G → ℝ) :
    ∑ i, ∑ j, (S i - S (i - g)) * (S j - S (j - g)) * F (i - j) =
      1 / 2 * ∑ i, ∑ j, (F (i - j + g) - 2 * F (i - j) + F (i - j - g)) * (S i - S j) ^ 2 := by
  have sh : ∀ h : G → ℝ, ∑ x, h (x - g) = ∑ x, h x :=
    fun h => Equiv.sum_comp (Equiv.subRight g) h
  have sh' : ∀ h : G → ℝ, ∑ x, h (x + g) = ∑ x, h x :=
    fun h => Equiv.sum_comp (Equiv.addRight g) h
  -- translate the summation variables in the three shifted terms
  have h2 : ∑ i, ∑ j, S i * S (j - g) * F (i - j) = ∑ i, ∑ j, S i * S j * F (i - j - g) := by
    refine sum_congr rfl fun i _ => ?_
    refine Eq.trans (sum_congr rfl fun j _ => ?_) (sh (fun j => S i * S j * F (i - j - g)))
    have e : i - (j - g) - g = i - j := by abel
    simp only [e]
  have h3 : ∑ i, ∑ j, S (i - g) * S j * F (i - j) = ∑ i, ∑ j, S i * S j * F (i - j + g) := by
    refine Eq.trans (sum_congr rfl fun i _ => ?_) (sh (fun i => ∑ j, S i * S j * F (i - j + g)))
    refine sum_congr rfl fun j _ => ?_
    have e : i - g - j + g = i - j := by abel
    simp only [e]
  have h4 : ∑ i, ∑ j, S (i - g) * S (j - g) * F (i - j) = ∑ i, ∑ j, S i * S j * F (i - j) := by
    refine Eq.trans (sum_congr rfl fun i _ => ?_) (sh (fun i => ∑ j, S i * S j * F (i - j)))
    refine Eq.trans (sum_congr rfl fun j _ => ?_) (sh (fun j => S (i - g) * S j * F (i - g - j)))
    have e : i - g - (j - g) = i - j := by abel
    simp only [e]
  -- the total curvature around the ring vanishes
  obtain ⟨c, hc⟩ : ∃ c : G → ℝ, ∀ d, c d = F (d + g) - 2 * F d + F (d - g) :=
    ⟨_, fun _ => rfl⟩
  have c0 : ∑ d, c d = 0 := by
    simp only [hc, sum_add_distrib, sum_sub_distrib, ← mul_sum]
    rw [sh F, sh' F]
    ring
  have h5 : ∑ i, ∑ j, c (i - j) * S i ^ 2 = 0 := by
    refine sum_eq_zero fun i _ => ?_
    have e : ∑ j, c (i - j) = ∑ d, c d := Equiv.sum_comp (Equiv.subLeft i) c
    rw [← sum_mul, e, c0, zero_mul]
  have h6 : ∑ i, ∑ j, c (i - j) * S j ^ 2 = 0 := by
    rw [sum_comm]
    refine sum_eq_zero fun j _ => ?_
    have e : ∑ i, c (i - j) = ∑ d, c d := Equiv.sum_comp (Equiv.subRight j) c
    rw [← sum_mul, e, c0, zero_mul]
  have hL : ∑ i, ∑ j, (S i - S (i - g)) * (S j - S (j - g)) * F (i - j) =
      ∑ i, ∑ j, S i * S j * F (i - j) - ∑ i, ∑ j, S i * S (j - g) * F (i - j)
        - ∑ i, ∑ j, S (i - g) * S j * F (i - j)
        + ∑ i, ∑ j, S (i - g) * S (j - g) * F (i - j) := by
    simp only [← sum_add_distrib, ← sum_sub_distrib]
    exact sum_congr rfl fun i _ => sum_congr rfl fun j _ => by ring
  have hR : ∑ i, ∑ j, (F (i - j + g) - 2 * F (i - j) + F (i - j - g)) * (S i - S j) ^ 2 =
      ∑ i, ∑ j, c (i - j) * S i ^ 2 + ∑ i, ∑ j, c (i - j) * S j ^ 2
        - 2 * ∑ i, ∑ j, S i * S j * F (i - j + g) + 4 * ∑ i, ∑ j, S i * S j * F (i - j)
        - 2 * ∑ i, ∑ j, S i * S j * F (i - j - g) := by
    simp only [mul_sum, ← sum_add_distrib, ← sum_sub_distrib]
    exact sum_congr rfl fun i _ => sum_congr rfl fun j _ => by rw [hc]; ring
  rw [hL, hR, h2, h3, h4, h5, h6]
  ring

/-- The difference of two sites on a ring of `N` sites, wrapped back into `0, ..., N - 1`. -/
theorem ring_sub {N : ℕ} [NeZero N] (a b : Fin N) :
    ((a - b : Fin N) : ℕ) = if (b : ℕ) ≤ a then (a : ℕ) - b else N + a - b := by
  have h : ((a - b : Fin N) : ℕ) = (N - b + a) % N := rfl
  have ha := a.isLt
  have hb := b.isLt
  rw [h]
  split_ifs with hc
  · rw [show N - (b : ℕ) + a = ((a : ℕ) - b) + N by omega, Nat.add_mod_right,
      Nat.mod_eq_of_lt (by omega)]
  · rw [Nat.mod_eq_of_lt (by omega)]
    omega

/-- For a neutral density and a kernel with the minimum-image symmetry `f (N - d) = f d`, the
Hartree energy is a quarter of the sum, over ordered pairs of sites, of kernel curvatures times
squared displacement differences. -/
theorem hartreeEnergy_eq {N : ℕ} {f ρ : ℕ → ℝ} (hN : 2 ≤ N)
    (hsym : ∀ d ≤ N, f (N - d) = f d) (hρ : ∑ i ∈ range N, ρ i = 0) :
    hartreeEnergy N f ρ = 1 / 4 * ∑ i ∈ range N, ∑ j ∈ range N,
      curvature f (separation i j) * (displacement ρ i - displacement ρ j) ^ 2 := by
  have : NeZero N := ⟨by omega⟩
  obtain ⟨g, hg⟩ : ∃ g : Fin N, (g : ℕ) = 1 := ⟨⟨1, by omega⟩, rfl⟩
  -- neutrality makes the displacement periodic
  have hD : ∀ i : Fin N,
      displacement ρ i - displacement ρ ((i - g : Fin N) : ℕ) = ρ i := by
    intro i
    rw [ring_sub, hg]
    split_ifs with h
    · obtain ⟨m, hm⟩ : ∃ m, (i : ℕ) = m + 1 := ⟨(i : ℕ) - 1, by omega⟩
      rw [hm, Nat.add_sub_cancel]
      unfold displacement
      rw [sum_range_succ _ (m + 1)]
      ring
    · have h0 : (i : ℕ) = 0 := by omega
      rw [h0]
      unfold displacement
      rw [show N + 0 - 1 + 1 = N by omega, hρ]
      simp
  -- symmetry makes the kernel a function on the ring
  have hF : ∀ i j : Fin N, f ((i - j : Fin N) : ℕ) = f (separation i j) := by
    intro i j
    have hi := i.isLt
    have hj := j.isLt
    rw [ring_sub]
    unfold separation
    split_ifs with h
    · congr 1
      omega
    · rw [← hsym (((i : ℕ) : ℤ) - ((j : ℕ) : ℤ)).natAbs (by omega)]
      congr 1
      omega
  have hC : ∀ i j : Fin N,
      (f ((i - j + g : Fin N) : ℕ) - 2 * f ((i - j : Fin N) : ℕ) + f ((i - j - g : Fin N) : ℕ))
        * (displacement ρ i - displacement ρ j) ^ 2 =
      curvature f (separation i j) * (displacement ρ i - displacement ρ j) ^ 2 := by
    intro i j
    by_cases hij : i = j
    · subst hij
      simp
    have hi := i.isLt
    have hj := j.isLt
    have hne : (i : ℕ) ≠ j := fun h => hij (Fin.ext h)
    have h1 : f ((i - j + g : Fin N) : ℕ) = f (((i - j : Fin N) : ℕ) + 1) := by
      have hadd : ((i - j + g : Fin N) : ℕ) = (((i - j : Fin N) : ℕ) + g) % N := rfl
      have hlt := (i - j).isLt
      rw [hadd, hg]
      by_cases h : ((i - j : Fin N) : ℕ) + 1 < N
      · rw [Nat.mod_eq_of_lt h]
      · have he : ((i - j : Fin N) : ℕ) + 1 = N := by omega
        rw [he, Nat.mod_self]
        simpa using (hsym 0 (Nat.zero_le _)).symm
    congr 1
    rcases Nat.lt_or_gt_of_ne hne with h | h
    · have hd : ((i - j : Fin N) : ℕ) = N - ((j : ℕ) - i) := by
        rw [ring_sub, if_neg (by omega)]
        omega
      have hm : separation i j = (j : ℕ) - i := by unfold separation; omega
      have h2 : ((i - j - g : Fin N) : ℕ) = N - ((j : ℕ) - i) - 1 := by
        rw [ring_sub, hg, hd, if_pos (by omega)]
      rw [h1, h2, hd, hm]
      unfold curvature
      have a1 := hsym ((j : ℕ) - i - 1) (by omega)
      have a2 := hsym ((j : ℕ) - i) (by omega)
      have a3 := hsym ((j : ℕ) - i + 1) (by omega)
      rw [show N - ((j : ℕ) - i - 1) = N - ((j : ℕ) - i) + 1 by omega] at a1
      rw [show N - ((j : ℕ) - i + 1) = N - ((j : ℕ) - i) - 1 by omega] at a3
      linarith
    · have hd : ((i - j : Fin N) : ℕ) = (i : ℕ) - j := by
        rw [ring_sub, if_pos (by omega)]
      have hm : separation i j = (i : ℕ) - j := by unfold separation; omega
      have h2 : ((i - j - g : Fin N) : ℕ) = (i : ℕ) - j - 1 := by
        rw [ring_sub, hg, hd, if_pos (by omega)]
      rw [h1, h2, hd, hm]
      unfold curvature
      ring
  have key : ∑ i : Fin N, ∑ j : Fin N, ρ i * ρ j * f (separation i j) =
      1 / 2 * ∑ i : Fin N, ∑ j : Fin N,
        curvature f (separation i j) * (displacement ρ i - displacement ρ j) ^ 2 := by
    have e : ∑ i : Fin N, ∑ j : Fin N, ρ i * ρ j * f (separation i j) =
        ∑ i : Fin N, ∑ j : Fin N,
          (displacement ρ i - displacement ρ ((i - g : Fin N) : ℕ)) *
          (displacement ρ j - displacement ρ ((j - g : Fin N) : ℕ)) *
          f ((i - j : Fin N) : ℕ) :=
      sum_congr rfl fun i _ => sum_congr rfl fun j _ => by rw [hD i, hD j, hF i j]
    rw [e]
    refine (sum_by_parts g (fun d : Fin N => f d)
      (fun i : Fin N => displacement ρ i)).trans ?_
    congr 1
    exact sum_congr rfl fun i _ => sum_congr rfl fun j _ => hC i j
  unfold hartreeEnergy
  simp only [Finset.sum_range]
  rw [key]
  ring

/-- For a convex kernel, each pair of sites contributes a nonnegative amount to the
displacement form of the energy. -/
theorem pair_nonneg {N : ℕ} {f : ℕ → ℝ} (ρ : ℕ → ℝ)
    (hconv : ∀ d, 0 < d → d < N → 0 ≤ curvature f d) {i j : ℕ} (hi : i < N) (hj : j < N) :
    0 ≤ curvature f (separation i j) * (displacement ρ i - displacement ρ j) ^ 2 := by
  by_cases h : i = j
  · subst h
    simp
  · exact mul_nonneg (hconv _ (by unfold separation; omega) (by unfold separation; omega))
      (sq_nonneg _)

/-- A convex kernel with the minimum-image symmetry `f (N - d) = f d` gives every neutral
density on the periodic wire a nonnegative Hartree energy. -/
theorem hartreeEnergy_nonneg {N : ℕ} {f ρ : ℕ → ℝ} (hN : 2 ≤ N)
    (hsym : ∀ d ≤ N, f (N - d) = f d) (hconv : ∀ d, 0 < d → d < N → 0 ≤ curvature f d)
    (hρ : ∑ i ∈ range N, ρ i = 0) : 0 ≤ hartreeEnergy N f ρ := by
  rw [hartreeEnergy_eq hN hsym hρ]
  exact mul_nonneg (by norm_num) (sum_nonneg fun i hi => sum_nonneg fun j hj =>
    pair_nonneg ρ hconv (mem_range.mp hi) (mem_range.mp hj))

/-- If the symmetric kernel is strictly convex, every neutral density that is nonzero on some
site has a strictly positive Hartree energy. -/
theorem hartreeEnergy_pos {N : ℕ} {f ρ : ℕ → ℝ} (hN : 2 ≤ N)
    (hsym : ∀ d ≤ N, f (N - d) = f d) (hconv : ∀ d, 0 < d → d < N → 0 < curvature f d)
    (hρ : ∑ i ∈ range N, ρ i = 0) {k : ℕ} (hk : k < N) (hk0 : ρ k ≠ 0) :
    0 < hartreeEnergy N f ρ := by
  have hlast : displacement ρ (N - 1) = 0 := by
    unfold displacement
    rw [show N - 1 + 1 = N by omega, hρ]
  -- a nonzero density has a nonzero displacement somewhere
  obtain ⟨i, hi, hDi⟩ : ∃ i, i < N ∧ displacement ρ i ≠ 0 := by
    by_contra! h
    apply hk0
    have h1 := h k hk
    unfold displacement at h1
    rw [sum_range_succ] at h1
    rcases Nat.eq_zero_or_pos k with h0 | h0
    · subst h0
      simpa using h1
    · have h2 := h (k - 1) (by omega)
      unfold displacement at h2
      rw [show k - 1 + 1 = k by omega] at h2
      linarith
  have hne : i ≠ N - 1 := fun h => hDi (h ▸ hlast)
  have hnn : ∀ a ∈ range N, ∀ b ∈ range N,
      0 ≤ curvature f (separation a b) * (displacement ρ a - displacement ρ b) ^ 2 :=
    fun a ha b hb => pair_nonneg ρ (fun d h0 h1 => (hconv d h0 h1).le)
      (mem_range.mp ha) (mem_range.mp hb)
  rw [hartreeEnergy_eq hN hsym hρ]
  refine mul_pos (by norm_num) (sum_pos' (fun a ha => sum_nonneg (hnn a ha))
    ⟨i, mem_range.mpr hi, sum_pos' (hnn i (mem_range.mpr hi))
      ⟨N - 1, mem_range.mpr (by omega), ?_⟩⟩)
  rw [hlast, sub_zero]
  exact mul_pos (hconv _ (by unfold separation; omega) (by unfold separation; omega))
    (pow_pos (abs_pos.mpr hDi) 2 |>.trans_eq (sq_abs _))

/-- Minimum-image truncation of an interaction that is nonincreasing and convex up to half the cell
keeps the Hartree energy of every neutral density nonnegative. -/
theorem minImage_nonneg {N : ℕ} {w ρ : ℕ → ℝ} (hN : 2 ≤ N)
    (hdec : ∀ d, 2 * (d + 1) ≤ N → w (d + 1) ≤ w d)
    (hconv : ∀ d, 0 < d → 2 * (d + 1) ≤ N → 0 ≤ curvature w d)
    (hρ : ∑ i ∈ range N, ρ i = 0) : 0 ≤ hartreeEnergy N (minImage N w) ρ := by
  refine hartreeEnergy_nonneg hN (fun d hd => ?_) (fun d h0 h1 => ?_) hρ
  · unfold minImage
    congr 1
    omega
  unfold curvature minImage
  by_cases hA : 2 * (d + 1) ≤ N
  · rw [show min (d - 1) (N - (d - 1)) = d - 1 by omega, show min d (N - d) = d by omega,
      show min (d + 1) (N - (d + 1)) = d + 1 by omega]
    exact hconv d h0 hA
  by_cases hB : N + 2 ≤ 2 * d
  · have h := hconv (N - d) (by omega) (by omega)
    unfold curvature at h
    rw [show min (d - 1) (N - (d - 1)) = N - d + 1 by omega,
      show min d (N - d) = N - d by omega,
      show min (d + 1) (N - (d + 1)) = N - d - 1 by omega]
    linarith
  -- the kink at half the cell is convex because the interaction is nonincreasing
  by_cases hE : 2 * d = N + 1
  · have h := hdec (d - 2) (by omega)
    rw [show d - 2 + 1 = d - 1 by omega] at h
    rw [show min (d - 1) (N - (d - 1)) = d - 1 by omega, show min d (N - d) = d - 1 by omega,
      show min (d + 1) (N - (d + 1)) = d - 2 by omega]
    linarith
  have h := hdec (d - 1) (by omega)
  rw [show d - 1 + 1 = d by omega] at h
  rw [show min (d - 1) (N - (d - 1)) = d - 1 by omega, show min d (N - d) = d by omega]
  by_cases hF : 2 * d = N
  · rw [show min (d + 1) (N - (d + 1)) = d - 1 by omega]
    linarith
  · rw [show min (d + 1) (N - (d + 1)) = d by omega]
    linarith

/-- The minimum-image softened Coulomb kernel `1 / (d + a)` with `a > 0` gives every neutral
density on the periodic wire a nonnegative Hartree energy. -/
theorem softCoulomb_nonneg {N : ℕ} {ρ : ℕ → ℝ} {a : ℝ} (hN : 2 ≤ N) (ha : 0 < a)
    (hρ : ∑ i ∈ range N, ρ i = 0) :
    0 ≤ hartreeEnergy N (minImage N fun d => 1 / ((d : ℝ) + a)) ρ := by
  refine minImage_nonneg hN (fun d _ => ?_) (fun d h0 _ => ?_) hρ
  · apply one_div_le_one_div_of_le (by positivity)
    push_cast
    linarith
  · obtain ⟨m, rfl⟩ : ∃ m, d = m + 1 := ⟨d - 1, by omega⟩
    have hx : 0 < (m : ℝ) + a := by positivity
    have e : curvature (fun d : ℕ => 1 / ((d : ℝ) + a)) (m + 1) =
        2 / (((m : ℝ) + a) * ((m : ℝ) + a + 1) * ((m : ℝ) + a + 2)) := by
      unfold curvature
      rw [Nat.add_sub_cancel]
      push_cast
      rw [show (m : ℝ) + 1 + a = (m : ℝ) + a + 1 by ring,
        show (m : ℝ) + 1 + 1 + a = (m : ℝ) + a + 2 by ring]
      generalize (m : ℝ) + a = x at hx
      have h1 : x ≠ 0 := hx.ne'
      have h2 : x + 1 ≠ 0 := by positivity
      have h3 : x + 2 ≠ 0 := by positivity
      rw [eq_div_iff (mul_ne_zero (mul_ne_zero h1 h2) h3)]
      field_simp
      ring
    rw [e]
    positivity

/-- A kernel on five sites that vanishes at distance `0` and equals `d - 5` at `d ≥ 1`. -/
def skewKernel (d : ℕ) : ℝ := if d = 0 then 0 else (d : ℝ) - 5

/-- Convexity and equal end values `f 0 = f N` alone do not suffice: on five sites the skew
kernel has both, yet the neutral density `2, 1, 0, -1, -2` has Hartree energy `-1`. -/
theorem skewKernel_negative :
    skewKernel 0 = skewKernel 5 ∧ (∀ d, 0 < d → d < 5 → 0 ≤ curvature skewKernel d) ∧
      ∑ i ∈ range 5, (2 - (i : ℝ)) = 0 ∧
      hartreeEnergy 5 skewKernel (fun i => 2 - (i : ℝ)) = -1 := by
  refine ⟨by norm_num [skewKernel], fun d h0 h5 => ?_, by norm_num [sum_range_succ], ?_⟩
  · interval_cases d <;> norm_num [curvature, skewKernel]
  · norm_num [hartreeEnergy, separation, skewKernel, sum_range_succ]

end

end PeriodicWire
```

```lean
#print axioms PeriodicWire.hartreeEnergy_nonneg
#print axioms PeriodicWire.hartreeEnergy_pos
#print axioms PeriodicWire.softCoulomb_nonneg
#print axioms PeriodicWire.skewKernel_negative
```

```
'PeriodicWire.hartreeEnergy_nonneg' depends on axioms: [propext, Classical.choice, Quot.sound]
'PeriodicWire.hartreeEnergy_pos' depends on axioms: [propext, Classical.choice, Quot.sound]
'PeriodicWire.softCoulomb_nonneg' depends on axioms: [propext, Classical.choice, Quot.sound]
'PeriodicWire.skewKernel_negative' depends on axioms: [propext, Classical.choice, Quot.sound]
```

`sum_by_parts` is the summation by parts, on any finite abelian group with step `g`. There `h2`, `h3` and `h4` shift indices, `c0` is the vanishing total curvature, and `h5` and `h6` remove the squared terms.

`hartreeEnergy_eq` carries this to the wire, using `ring_sub` for wrapped differences: `hD` is the periodic displacement, `hF` puts the kernel on the ring, and `hC` matches the curvatures. `pair_nonneg` then gives the sign of each term, and `hartreeEnergy_pos` finds the strictly positive pair.

`minImage_nonneg` splits the distances into below, above and at half the cell; `omega` resolves the minima. Below half the cell the convexity hypothesis applies directly, and `linarith` closes the other cases. `softCoulomb_nonneg` supplies the curvature formula for 1/(d+a), and `skewKernel_negative` evaluates the five-site example.
